# Stresses determine a symmetric stiffness exactly when the strains span, and two energies save at most one stress calculation

## Strains, stresses and energies

A strain is a vector $e\in\mathbb R^n$, and a stiffness is a real symmetric $n\times n$ matrix $C$. The stress is $Ce$ and the elastic energy is $\tfrac12\,e\cdot Ce$, measured from an unstressed reference state. For a three-dimensional crystal in Voigt notation with engineering shear strains, $n=6$ and the energy is per unit volume.

Stresses are computed at the strains in a set $S$, and energies at those in a set $T$. The data determine the stiffness if any two symmetric matrices that agree on all of them are equal.

In linear elasticity with noise-free data and no crystal symmetry imposed, the results below say how many strained cells a stress-based calculation of elastic constants needs. They count strains, not computing time.

## Which data suffice

In Lean, strains have type `Fin n → ℝ`, `C *ᵥ e` is the stress, and `energy C e` includes the factor $\tfrac12$. `Determines S T` is the definition above, with symmetry as the only condition on the matrices; positive definiteness is not required. There are four results.

- `stresses_determine_iff`: stresses on $S$ alone (`T = ∅`) determine $C$ exactly when $S$ spans $\mathbb R^n$.
- `fewest_stress_calculations`: the least length of a list of strains whose stresses determine $C$ is $n$.
- `stresses_and_two_energies_determine_iff`: stresses on $S$ and energies at $v$ and $w$ determine $C$ exactly when $S\cup\{v\}$ or $S\cup\{w\}$ spans. In Lean, `insert v S` is $S\cup\{v\}$.
- `two_energies_save_at_most_one`: if a finite $S$ and two energies determine $C$, then $n\le |S|+1$.

The case $v=w$ is allowed and describes a single energy. For $n\ge1$, one energy can therefore replace one stress calculation, and a second energy replaces no further one.

## Derivation by orthogonality

**Reduction to zero data.** Stress and energy are linear in $C$. The data thus determine $C$ exactly when $D=0$ is the only symmetric matrix with $De=0$ on $S$ and $e\cdot De=0$ on $T$.

**Spanning strains suffice.** If $S$ spans and $De=0$ on $S$, each row of $D$ is orthogonal to $S$, hence to every vector, including itself. So $D=0$.

**One energy fills one gap.** Let $S\cup\{u\}$ span, with $u=v$ or $u=w$. For $a\in S$, symmetry gives $(Du)\cdot a=u\cdot Da=0$, and the vanishing energy gives $(Du)\cdot u=0$. Hence $Du=0$. Now $D$ vanishes on a spanning set, so $D=0$.

**Otherwise a dyad is invisible.** For nonzero $f,g$ put $D=fg^{T}+gf^{T}$. Then
$$Dx=(g\cdot x)f+(f\cdot x)g,\qquad \tfrac12\,x\cdot Dx=(f\cdot x)(g\cdot x),$$
and $D\neq0$ because $f\cdot Dg=|f|^2|g|^2+(f\cdot g)^2>0$.

If $S$ does not span, take $f=g$ orthogonal to $S$: all stresses on $S$ vanish. If neither $S\cup\{v\}$ nor $S\cup\{w\}$ spans, take $f$ orthogonal to the first and $g$ to the second. The stresses on $S$ vanish, and so do the energies, through $f\cdot v=0$ and $g\cdot w=0$.

**Counting.** The $n$ basis vectors span and fewer than $n$ vectors do not. With two energies, a set of at most $|S|+1$ vectors must span.

## One and two strain components

For $n=1$, $C$ is a number, and one energy at a nonzero strain fixes it without any stress.

For $n=2$, the stress at $(1,0)$ gives $C_{11}$ and $C_{12}$, and an energy at $(v_1,v_2)$ with $v_2\neq0$ then gives $C_{22}$. Three energies, at $(1,0)$, $(0,1)$ and $(1,1)$, fix $C$ with no stress at all, so the bound $n-1$ is specific to at most two energies.

## The Lean file

```lean
import Mathlib

open Matrix

namespace StressVersusEnergy

noncomputable section

variable {n : ℕ}

/-- The elastic energy `⟨e, C e⟩ / 2` of the strain `e` for the stiffness matrix `C`. -/
def energy (C : Matrix (Fin n) (Fin n) ℝ) (e : Fin n → ℝ) : ℝ :=
  (1 / 2) * (e ⬝ᵥ C *ᵥ e)

/-- Stresses at the strains in `S` and energies at the strains in `T` determine the stiffness:
two symmetric stiffness matrices that agree on all these data are equal. -/
def Determines (S T : Set (Fin n → ℝ)) : Prop :=
  ∀ C C' : Matrix (Fin n) (Fin n) ℝ, C.IsSymm → C'.IsSymm →
    (∀ e ∈ S, C *ᵥ e = C' *ᵥ e) → (∀ e ∈ T, energy C e = energy C' e) → C = C'

/-- The symmetric dyad `f gᵀ + g fᵀ` of two vectors. -/
def dyad (f g : Fin n → ℝ) : Matrix (Fin n) (Fin n) ℝ :=
  Matrix.of fun i j => f i * g j + g i * f j

/-- The data determine the stiffness exactly when zero is the only symmetric matrix
with vanishing stresses on `S` and vanishing energies on `T`. -/
theorem determines_iff_kernel (S T : Set (Fin n → ℝ)) :
    Determines S T ↔ ∀ D : Matrix (Fin n) (Fin n) ℝ, D.IsSymm →
      (∀ e ∈ S, D *ᵥ e = 0) → (∀ e ∈ T, energy D e = 0) → D = 0 := by
  constructor
  · intro h D hD hS hT
    refine h D 0 hD (Matrix.transpose_zero) (fun e he => ?_) (fun e he => ?_)
    · rw [hS e he, Matrix.zero_mulVec]
    · rw [hT e he]
      simp [energy]
  · intro h C C' hC hC' hS hT
    refine sub_eq_zero.1 (h (C - C') (hC.sub hC') (fun e he => ?_) (fun e he => ?_))
    · rw [Matrix.sub_mulVec, hS e he, sub_self]
    · have h1 := hT e he
      unfold energy at h1 ⊢
      rw [Matrix.sub_mulVec, dotProduct_sub]
      linarith

/-- A vector orthogonal to a spanning set of strains is zero. -/
theorem eq_zero_of_orthogonal {A : Set (Fin n → ℝ)} (hA : Submodule.span ℝ A = ⊤)
    {y : Fin n → ℝ} (hy : ∀ a ∈ A, y ⬝ᵥ a = 0) : y = 0 := by
  have key : ∀ x ∈ Submodule.span ℝ A, y ⬝ᵥ x = 0 := by
    intro x hx
    induction hx using Submodule.span_induction with
    | mem x h => exact hy x h
    | zero => exact dotProduct_zero y
    | add x z _ _ hx hz => rw [dotProduct_add, hx, hz, add_zero]
    | smul a x _ hx => rw [dotProduct_smul, hx, smul_zero]
  exact dotProduct_self_eq_zero.1 (key y (by rw [hA]; exact Submodule.mem_top))

/-- If a set of strains does not span the strain space, some nonzero vector is orthogonal
to all of them. -/
theorem exists_orthogonal {A : Set (Fin n → ℝ)} (hA : Submodule.span ℝ A ≠ ⊤) :
    ∃ f : Fin n → ℝ, f ≠ 0 ∧ ∀ a ∈ A, f ⬝ᵥ a = 0 := by
  obtain ⟨φ, hφ, hle⟩ := Submodule.exists_le_ker_of_lt_top _ (lt_top_iff_ne_top.2 hA)
  -- the components of the functional form the vector
  let f : Fin n → ℝ := fun i => φ (fun j => if i = j then 1 else 0)
  have hf : ∀ x, φ x = f ⬝ᵥ x := by
    intro x
    rw [LinearMap.pi_apply_eq_sum_univ φ x]
    exact Finset.sum_congr rfl fun i _ => mul_comm _ _
  refine ⟨f, fun h0 => hφ (LinearMap.ext fun x => ?_), fun a ha => ?_⟩
  · rw [hf, h0, zero_dotProduct, LinearMap.zero_apply]
  · rw [← hf]
    exact LinearMap.mem_ker.1 (hle (Submodule.subset_span ha))

/-- The dyad of two nonzero vectors is a nonzero symmetric matrix; its stress at `x` is
`(g·x) f + (f·x) g` and its energy is `(f·x)(g·x)`. -/
theorem dyad_properties {f g : Fin n → ℝ} (hf : f ≠ 0) (hg : g ≠ 0) :
    dyad f g ≠ 0 ∧ (dyad f g).IsSymm ∧
      (∀ x, dyad f g *ᵥ x = (g ⬝ᵥ x) • f + (f ⬝ᵥ x) • g) ∧
      ∀ x, energy (dyad f g) x = (f ⬝ᵥ x) * (g ⬝ᵥ x) := by
  have hs : ∀ x, dyad f g *ᵥ x = (g ⬝ᵥ x) • f + (f ⬝ᵥ x) • g := by
    intro x
    ext i
    simp only [Matrix.mulVec, dotProduct, dyad, Matrix.of_apply, Pi.add_apply, Pi.smul_apply,
      smul_eq_mul, Finset.sum_mul]
    rw [← Finset.sum_add_distrib]
    exact Finset.sum_congr rfl fun j _ => by ring
  have pos : ∀ v : Fin n → ℝ, v ≠ 0 → 0 < v ⬝ᵥ v := fun v hv =>
    lt_of_le_of_ne (Finset.sum_nonneg fun i _ => mul_self_nonneg (v i))
      (fun h => hv (dotProduct_self_eq_zero.1 h.symm))
  refine ⟨fun h0 => ?_, ?_, hs, fun x => ?_⟩
  · -- f · (D g) = |f|² |g|² + (f·g)² is positive
    have h1 : f ⬝ᵥ (dyad f g *ᵥ g) = 0 := by rw [h0, Matrix.zero_mulVec, dotProduct_zero]
    rw [hs, dotProduct_add, dotProduct_smul, dotProduct_smul, smul_eq_mul, smul_eq_mul] at h1
    have h2 := mul_pos (pos g hg) (pos f hf)
    have h3 := mul_self_nonneg (f ⬝ᵥ g)
    linarith
  · ext i j
    simp only [dyad, Matrix.transpose_apply, Matrix.of_apply]
    ring
  · unfold energy
    rw [hs, dotProduct_add, dotProduct_smul, dotProduct_smul, smul_eq_mul, smul_eq_mul,
      dotProduct_comm x f, dotProduct_comm x g]
    ring

/-- Stresses alone determine every symmetric stiffness exactly when the applied strains
span the strain space. -/
theorem stresses_determine_iff (S : Set (Fin n → ℝ)) :
    Determines S ∅ ↔ Submodule.span ℝ S = ⊤ := by
  rw [determines_iff_kernel]
  constructor
  · intro h
    by_contra hS
    obtain ⟨f, hf, hfS⟩ := exists_orthogonal hS
    obtain ⟨hne, hsymm, hs, -⟩ := dyad_properties hf hf
    refine hne (h _ hsymm (fun e he => ?_) (fun e he => absurd he (Set.notMem_empty e)))
    rw [hs, hfS e he, zero_smul, add_zero]
  · intro hS D _ hD _
    -- every row of D is orthogonal to the strains
    have rows : ∀ i, D i = 0 := fun i =>
      eq_zero_of_orthogonal hS fun a ha => congrFun (hD a ha) i
    exact funext rows

/-- Stresses on `S` together with the energies at two strains `v` and `w` determine every
symmetric stiffness exactly when `S` with `v` added, or `S` with `w` added, spans the strain
space. -/
theorem stresses_and_two_energies_determine_iff (S : Set (Fin n → ℝ)) (v w : Fin n → ℝ) :
    Determines S {v, w} ↔
      Submodule.span ℝ (insert v S) = ⊤ ∨ Submodule.span ℝ (insert w S) = ⊤ := by
  constructor
  · intro h
    by_contra hne
    obtain ⟨hv, hw⟩ := not_or.1 hne
    obtain ⟨f, hf, hfS⟩ := exists_orthogonal hv
    obtain ⟨g, hg, hgS⟩ := exists_orthogonal hw
    obtain ⟨h0, hsymm, hs, hen⟩ := dyad_properties hf hg
    -- the dyad of f and g is invisible to all the data
    refine h0 ((determines_iff_kernel _ _).1 h _ hsymm (fun e he => ?_) (fun e he => ?_))
    · rw [hs, hfS e (Set.mem_insert_of_mem v he), hgS e (Set.mem_insert_of_mem w he),
        zero_smul, zero_smul, add_zero]
    · rw [hen]
      rcases he with rfl | rfl
      · rw [hfS _ (Set.mem_insert _ _), zero_mul]
      · rw [hgS _ (Set.mem_insert _ _), mul_zero]
  · intro h
    obtain ⟨u, hu, hspan⟩ : ∃ u ∈ ({v, w} : Set (Fin n → ℝ)),
        Submodule.span ℝ (insert u S) = ⊤ := by
      rcases h with h | h
      · exact ⟨v, Or.inl rfl, h⟩
      · exact ⟨w, Or.inr rfl, h⟩
    rw [determines_iff_kernel]
    intro D hD hS hT
    -- D u is orthogonal to u by the vanishing energy, and to S by symmetry
    have hDu : D *ᵥ u = 0 := by
      refine eq_zero_of_orthogonal hspan fun a ha => ?_
      rcases ha with rfl | ha
      · have h1 := hT _ hu
        unfold energy at h1
        rw [dotProduct_comm]
        linarith
      · have h2 : u ⬝ᵥ D *ᵥ a = (D *ᵥ u) ⬝ᵥ a := by
          rw [Matrix.dotProduct_mulVec, ← Matrix.mulVec_transpose, hD.eq]
        rw [← h2, hS a ha, dotProduct_zero]
    refine (determines_iff_kernel _ _).1 ((stresses_determine_iff _).2 hspan) D hD
      (fun e he => ?_) (fun e he => absurd he (Set.notMem_empty e))
    rcases he with rfl | he
    · exact hDu
    · exact hS e he

/-- The least number of strains whose stresses determine every symmetric `n × n` stiffness
is `n`. -/
theorem fewest_stress_calculations (n : ℕ) :
    IsLeast {m : ℕ | ∃ e : Fin m → Fin n → ℝ, Determines (Set.range e) ∅} n := by
  constructor
  · exact ⟨Pi.basisFun ℝ (Fin n),
      (stresses_determine_iff _).2 (Pi.basisFun ℝ (Fin n)).span_eq⟩
  · rintro m ⟨e, he⟩
    have h := finrank_range_le_card (R := ℝ) e
    rw [Set.finrank, (stresses_determine_iff _).1 he, finrank_top, Module.finrank_fin_fun,
      Fintype.card_fin] at h
    exact h

/-- If stresses at finitely many strains and two energies determine every symmetric `n × n`
stiffness, then the number of stress calculations is at least `n - 1`. -/
theorem two_energies_save_at_most_one (S : Finset (Fin n → ℝ)) (v w : Fin n → ℝ)
    (h : Determines (S : Set (Fin n → ℝ)) {v, w}) : n ≤ S.card + 1 := by
  classical
  have count : ∀ u : Fin n → ℝ,
      Submodule.span ℝ (insert u (S : Set (Fin n → ℝ))) = ⊤ → n ≤ S.card + 1 := by
    intro u hu
    have h1 := finrank_span_finset_le_card (R := ℝ) (insert u S)
    rw [Set.finrank, Finset.coe_insert, hu, finrank_top, Module.finrank_fin_fun] at h1
    exact h1.trans (Finset.card_insert_le u S)
  exact ((stresses_and_two_energies_determine_iff _ v w).1 h).elim (count v) (count w)

end

end StressVersusEnergy
```

```lean
#print axioms StressVersusEnergy.fewest_stress_calculations
#print axioms StressVersusEnergy.two_energies_save_at_most_one
```

```
'StressVersusEnergy.fewest_stress_calculations' depends on axioms: [propext, Classical.choice, Quot.sound]
'StressVersusEnergy.two_energies_save_at_most_one' depends on axioms: [propext, Classical.choice, Quot.sound]
```

## From the lemmas to the counts

`determines_iff_kernel` is the reduction to zero data: one direction compares $D$ with $0$, the other uses $C-C'$. `eq_zero_of_orthogonal` extends orthogonality from a set to its span by induction. `exists_orthogonal` takes a nonzero linear functional that vanishes on the span and collects its components into $f$. `dyad_properties` contains the two dyad formulas and the positivity argument.

In the two-energy theorem, the first half builds the invisible dyad. The second picks $u$, proves $Du=0$ as `hDu`, and applies the stress-only theorem to `insert u S`. The last two theorems compare the dimension $n$ of the span with the number of vectors that generate it.
